# A positive definite prior covariance singles out one least-cost split of a total energy into atomic energies

I take the most plausible atomic energies to be those that minimise the quadratic cost $e^TK^{-1}e$. Here $e=(e_1,\dots,e_N)$ are the local energies of $N\ge 1$ atoms, measured from their prior means, and $K$ is their symmetric positive definite prior covariance. Only the total $E=\sum_i e_i$ is known; it is the total energy minus the sum of the prior means. I expect exactly one minimiser,

$$e=\frac{E\,K\mathbf 1}{\mathbf 1^TK\mathbf 1},$$

where $\mathbf 1$ is the vector of ones, so for $N\ge2$ and $E\ne0$ the atomic split should depend on the chosen prior. Can this be made rigorous and checked by machine, including the dependence on the prior?

## Completing the square around the inferred split

Yes, and the argument works for any known linear total $c\cdot e=E$ with $c\ne 0$. The atomic sum is $c=\mathbf 1$; if atoms of one class share an energy, $c$ can hold the class multiplicities.

Write $q=c^TKc$, which is positive because $K$ is positive definite, and $s=(E/q)\,Kc$. Then $c\cdot s=E$, so $s$ has the right total, and $K^{-1}s=(E/q)\,c$.

Let $e$ be any split with $c\cdot e=E$, and put $d=e-s$, so that $c\cdot d=0$. Since $K^{-1}$ is symmetric,

$$e^TK^{-1}e=s^TK^{-1}s+2\,d^TK^{-1}s+d^TK^{-1}d .$$

The first term is $(E/q)\,s\cdot c=E^2/q$. The second is $2(E/q)\,d\cdot c=0$. With $y=K^{-1}d$ the third equals $y^TKy$, which is positive unless $d=0$. Hence $s$ is the only minimiser.

For $c=\mathbf 1$ this reads $e_i=E\sum_jK_{ij}\big/\sum_{k,j}K_{kj}$. If the local energies are uncorrelated with variances $\sigma_i$, it becomes $e_i=E\sigma_i/\sum_k\sigma_k$.

## Choosing a prior to obtain a given split

Suppose $E\ne0$ and $e$ is any split with $c\cdot e=E$. Set $v=e/E$, so $c\cdot v=1$, and define

$$K=vv^T+A^TA,\qquad A=I-cv^T,$$

with $I$ the identity matrix. Then $Ac=c-(v\cdot c)\,c=0$, and therefore $Kc=v$. Moreover,

$$x^TKx=(v\cdot x)^2+|x-(v\cdot x)\,c|^2 .$$

For $x\ne0$ this is positive: either $v\cdot x\ne0$, or the second term is $|x|^2$. So $K$ is an admissible prior, and its inferred split is $Ev/(c\cdot v)=e$.

With at least two atoms, one prior can thus put all of $E$ on one atom and another prior all of it on a different atom. Not every change of prior matters, since multiplying $K$ by a positive number leaves the split as it was.

## The Lean file

```lean
import Mathlib

open Matrix

namespace LocalEnergyDecomposition

noncomputable section

variable {n : Type*} [Fintype n] [DecidableEq n]

/-- The quadratic cost `eᵀ K⁻¹ e` of local energies `e` under a prior covariance `K`. -/
def priorCost (K : Matrix n n ℝ) (e : n → ℝ) : ℝ := e ⬝ᵥ K⁻¹ *ᵥ e

/-- The split `E K c / (cᵀ K c)` of a total energy `E = c · e` under the prior covariance `K`. -/
def inferredSplit (K : Matrix n n ℝ) (c : n → ℝ) (E : ℝ) : n → ℝ :=
  (E / (c ⬝ᵥ K *ᵥ c)) • (K *ᵥ c)

omit [DecidableEq n] in
/-- A positive definite covariance gives every nonzero linear combination `c` of the
local energies a positive variance `cᵀ K c`. -/
theorem variance_pos {K : Matrix n n ℝ} (hK : K.PosDef) {c : n → ℝ} (hc : c ≠ 0) :
    0 < c ⬝ᵥ K *ᵥ c := by
  simpa only [star_trivial] using hK.dotProduct_mulVec_pos hc

/-- The inferred split reproduces the known total energy. -/
theorem inferredSplit_total {K : Matrix n n ℝ} (hK : K.PosDef) {c : n → ℝ} (hc : c ≠ 0)
    (E : ℝ) : c ⬝ᵥ inferredSplit K c E = E := by
  rw [inferredSplit, dotProduct_smul, smul_eq_mul, div_mul_cancel₀ _ (variance_pos hK hc).ne']

/-- The cost of any split with total `E` is `E² / (cᵀ K c)` plus the cost of its deviation
from the inferred split. -/
theorem priorCost_eq_add_deviation {K : Matrix n n ℝ} (hK : K.PosDef) {c : n → ℝ}
    (hc : c ≠ 0) {E : ℝ} {e : n → ℝ} (he : c ⬝ᵥ e = E) :
    priorCost K e = E ^ 2 / (c ⬝ᵥ K *ᵥ c) + priorCost K (e - inferredSplit K c E) := by
  have hs := inferredSplit_total hK hc E
  have hdet : IsUnit K.det := hK.det_pos.ne'.isUnit
  -- stationarity: `K⁻¹` applied to the inferred split is a multiple of the constraint vector `c`
  have hinv : K⁻¹ *ᵥ inferredSplit K c E = (E / (c ⬝ᵥ K *ᵥ c)) • c := by
    rw [inferredSplit, Matrix.mulVec_smul, Matrix.mulVec_mulVec,
      Matrix.nonsing_inv_mul _ hdet, Matrix.one_mulVec]
  have h1 : ∀ x : n → ℝ, c ⬝ᵥ x = E →
      x ⬝ᵥ K⁻¹ *ᵥ inferredSplit K c E = E ^ 2 / (c ⬝ᵥ K *ᵥ c) := by
    intro x hx
    rw [hinv, dotProduct_smul, dotProduct_comm x c, hx, smul_eq_mul]
    ring
  -- the inverse covariance is symmetric, so both cross terms agree
  have hM : (K⁻¹)ᵀ = K⁻¹ := by
    rw [← Matrix.conjTranspose_eq_transpose_of_trivial]
    exact hK.inv.isHermitian.eq
  have h2 : inferredSplit K c E ⬝ᵥ K⁻¹ *ᵥ e = e ⬝ᵥ K⁻¹ *ᵥ inferredSplit K c E := by
    rw [Matrix.dotProduct_mulVec, ← Matrix.mulVec_transpose, hM, dotProduct_comm]
  simp only [priorCost, Matrix.mulVec_sub, dotProduct_sub, sub_dotProduct]
  rw [h2, h1 e he, h1 _ hs]
  ring

/-- Local energies minimise the prior cost at fixed total `c · e = E` exactly when they are
the inferred split `E K c / (cᵀ K c)`. -/
theorem minimiser_iff_inferredSplit {K : Matrix n n ℝ} (hK : K.PosDef) {c : n → ℝ}
    (hc : c ≠ 0) (E : ℝ) (e : n → ℝ) :
    (c ⬝ᵥ e = E ∧ ∀ e' : n → ℝ, c ⬝ᵥ e' = E → priorCost K e ≤ priorCost K e') ↔
      e = inferredSplit K c E := by
  have hs := inferredSplit_total hK hc E
  have h0 := priorCost_eq_add_deviation hK hc hs
  have hz : priorCost K (0 : n → ℝ) = 0 := by simp [priorCost]
  rw [sub_self, hz] at h0
  -- every other admissible split costs strictly more
  have hlt : ∀ x : n → ℝ, c ⬝ᵥ x = E → x ≠ inferredSplit K c E →
      priorCost K (inferredSplit K c E) < priorCost K x := by
    intro x hx hne
    have hpos : 0 < priorCost K (x - inferredSplit K c E) :=
      variance_pos hK.inv (sub_ne_zero.mpr hne)
    have hx' := priorCost_eq_add_deviation hK hc hx
    linarith
  constructor
  · rintro ⟨he, hmin⟩
    by_contra hne
    exact absurd (hmin _ hs) (not_le_of_gt (hlt e he hne))
  · intro h
    rw [h]
    refine ⟨hs, fun e' he' => ?_⟩
    by_cases h' : e' = inferredSplit K c E
    · rw [h']
    · exact (hlt e' he' h').le

/-- For at least one atom and total energy `E = ∑ e_i`, the unique minimiser of the prior cost
gives each atom the share of `E` set by its row sum of the covariance. -/
theorem atomic_minimiser_iff [Nonempty n] {K : Matrix n n ℝ} (hK : K.PosDef) (E : ℝ)
    (e : n → ℝ) :
    (∑ i, e i = E ∧ ∀ e' : n → ℝ, ∑ i, e' i = E → priorCost K e ≤ priorCost K e') ↔
      e = fun i => E * (∑ j, K i j) / ∑ k, ∑ j, K k j := by
  have h := minimiser_iff_inferredSplit hK (c := (1 : n → ℝ)) one_ne_zero E e
  have h1 : ∀ v : n → ℝ, (1 : n → ℝ) ⬝ᵥ v = ∑ i, v i := by
    intro v
    simp [dotProduct]
  have hs : inferredSplit K 1 E = fun i => E * (∑ j, K i j) / ∑ k, ∑ j, K k j := by
    ext i
    simp only [inferredSplit, Matrix.mulVec, dotProduct, Pi.smul_apply, Pi.one_apply,
      smul_eq_mul, one_mul, mul_one]
    ring
  simp only [h1, hs] at h
  exact h

/-- For uncorrelated local energies with variances `σ i`, the unique minimiser shares the total
energy among the atoms in proportion to their variances. -/
theorem independent_minimiser_iff [Nonempty n] {σ : n → ℝ} (hσ : ∀ i, 0 < σ i) (E : ℝ)
    (e : n → ℝ) :
    (∑ i, e i = E ∧ ∀ e' : n → ℝ, ∑ i, e' i = E →
      priorCost (diagonal σ) e ≤ priorCost (diagonal σ) e') ↔
      e = fun i => E * σ i / ∑ k, σ k := by
  have h := atomic_minimiser_iff (Matrix.PosDef.diagonal hσ) E e
  have hrow : ∀ i, ∑ j, diagonal σ i j = σ i := by
    intro i
    simp [Matrix.diagonal_apply]
  simp only [hrow] at h
  exact h

/-- The covariance `v vᵀ + Aᵀ A` with `A = 1 - c vᵀ`, built from a constraint vector `c`
and a vector of energy fractions `v`. -/
def tailoredPrior (c v : n → ℝ) : Matrix n n ℝ :=
  vecMulVec v v + (1 - vecMulVec c v)ᵀ * (1 - vecMulVec c v)

/-- If the fractions satisfy `c · v = 1`, the tailored prior is positive definite and
maps `c` to `v`. -/
theorem tailoredPrior_spec {c v : n → ℝ} (h : c ⬝ᵥ v = 1) :
    (tailoredPrior c v).PosDef ∧ tailoredPrior c v *ᵥ c = v := by
  have hr : ∀ a b x : n → ℝ, vecMulVec a b *ᵥ x = (b ⬝ᵥ x) • a := by
    intro a b x
    ext i
    simp only [Matrix.mulVec, dotProduct, Matrix.vecMulVec_apply, Pi.smul_apply,
      smul_eq_mul, Finset.sum_mul]
    exact Finset.sum_congr rfl fun _ _ => by ring
  have hvc : v ⬝ᵥ c = 1 := by rw [dotProduct_comm, h]
  constructor
  · refine Matrix.posDef_iff_dotProduct_mulVec.mpr ⟨?_, ?_⟩
    · unfold Matrix.IsHermitian
      rw [Matrix.conjTranspose_eq_transpose_of_trivial, tailoredPrior, Matrix.transpose_add,
        Matrix.transpose_mul, Matrix.transpose_transpose]
      congr 1
      ext i j
      simp [Matrix.vecMulVec_apply, mul_comm]
    · intro x hx
      -- the quadratic form is a sum of two squares
      have hq : x ⬝ᵥ tailoredPrior c v *ᵥ x = (v ⬝ᵥ x) ^ 2 +
          ((1 - vecMulVec c v) *ᵥ x) ⬝ᵥ ((1 - vecMulVec c v) *ᵥ x) := by
        rw [tailoredPrior, Matrix.add_mulVec, dotProduct_add, ← Matrix.mulVec_mulVec, hr,
          dotProduct_smul, smul_eq_mul, dotProduct_comm x v, Matrix.dotProduct_mulVec x,
          Matrix.vecMul_transpose]
        ring
      have hn : ∀ y : n → ℝ, 0 ≤ y ⬝ᵥ y :=
        fun y => Finset.sum_nonneg fun i _ => mul_self_nonneg (y i)
      rw [star_trivial, hq]
      by_cases h0 : v ⬝ᵥ x = 0
      · have hx' : 0 < x ⬝ᵥ x :=
          lt_of_le_of_ne (hn x) fun h' => hx (dotProduct_self_eq_zero.mp h'.symm)
        rw [Matrix.sub_mulVec, Matrix.one_mulVec, hr, h0, zero_smul, sub_zero]
        linarith
      · exact add_pos_of_pos_of_nonneg (by positivity) (hn _)
  · rw [tailoredPrior, Matrix.add_mulVec, ← Matrix.mulVec_mulVec, Matrix.sub_mulVec,
      Matrix.one_mulVec, hr, hr, hvc, one_smul, one_smul, sub_self, Matrix.mulVec_zero, add_zero]

/-- Every split of a nonzero total energy is the inferred split for some positive definite
prior covariance. -/
theorem every_split_is_inferred {c e : n → ℝ} {E : ℝ} (hE : E ≠ 0) (he : c ⬝ᵥ e = E) :
    ∃ K : Matrix n n ℝ, K.PosDef ∧ inferredSplit K c E = e := by
  have h : c ⬝ᵥ (E⁻¹ • e) = 1 := by
    rw [dotProduct_smul, he, smul_eq_mul, inv_mul_cancel₀ hE]
  obtain ⟨hpos, hmap⟩ := tailoredPrior_spec h
  refine ⟨tailoredPrior c (E⁻¹ • e), hpos, ?_⟩
  rw [inferredSplit, hmap, h, div_one, smul_smul, mul_inv_cancel₀ hE, one_smul]

/-- With at least two atoms and a nonzero total energy, there are two positive definite priors
that infer different atomic splits. -/
theorem split_depends_on_prior [Nontrivial n] {E : ℝ} (hE : E ≠ 0) :
    ∃ K K' : Matrix n n ℝ, K.PosDef ∧ K'.PosDef ∧
      inferredSplit K 1 E ≠ inferredSplit K' 1 E := by
  obtain ⟨i, j, hij⟩ := exists_pair_ne n
  -- put all the energy on atom i, or all of it on atom j
  have hsum : ∀ k : n, (1 : n → ℝ) ⬝ᵥ Pi.single k E = E := by
    intro k
    simp
  obtain ⟨K, hK, h1⟩ := every_split_is_inferred hE (hsum i)
  obtain ⟨K', hK', h2⟩ := every_split_is_inferred hE (hsum j)
  refine ⟨K, K', hK, hK', fun h => hE ?_⟩
  rw [h1, h2] at h
  simpa [Pi.single_apply, hij] using congrFun h i

end

end LocalEnergyDecomposition
```

```lean
#print axioms LocalEnergyDecomposition.independent_minimiser_iff
-- 'LocalEnergyDecomposition.independent_minimiser_iff' depends on axioms: [propext, Classical.choice, Quot.sound]
#print axioms LocalEnergyDecomposition.split_depends_on_prior
-- 'LocalEnergyDecomposition.split_depends_on_prior' depends on axioms: [propext, Classical.choice, Quot.sound]
```

## What the theorems say about atoms and priors

The finite type `n` labels the atoms, `e : n → ℝ` holds their energies, and `K : Matrix n n ℝ` is the prior covariance. The hypothesis `K.PosDef` includes symmetry. Physically, it says that no nonzero combination of local energies is known exactly in advance. `priorCost` is $e^TK^{-1}e$, without the factor $\tfrac12$ and the constant of a Gaussian negative log-density, neither of which moves the minimiser.

`minimiser_iff_inferredSplit` is an equivalence. Its left side says that `e` has total `E` and that no split with this total costs less; its right side says that `e` is the closed formula. One direction gives uniqueness, the other minimality.

`atomic_minimiser_iff` is the version for the atomic sum, with `[Nonempty n]` standing for $N\ge1$, and `independent_minimiser_iff` treats a diagonal covariance. In `split_depends_on_prior`, `[Nontrivial n]` means at least two atoms, and the conclusion is that two positive definite priors with different splits exist.

The prior is given, not learned from data, and there is one structure with an exactly known total. Within this finite Gaussian model, with at least two atoms and $E\ne0$, the split inferred from the total energy depends on the prior as well as on the data, which is a reason for care when atomic energies from machine-learned potentials are interpreted. This dependence is proved over all positive definite priors; a prior that is unchanged when two atoms are exchanged has equal row sums for them and gives them equal shares.

## How the proof follows the algebra

`variance_pos` gives $q>0$, and `inferredSplit_total` cancels $q$ to recover $E$. In `priorCost_eq_add_deviation`, `hinv` is the equation $K^{-1}s=(E/q)\,c$. From it, `h1` obtains $x^TK^{-1}s=E^2/q$ for every $x$ with the right total, and this is used for both $e$ and $s$. Lean then expands the cost of $e-s$, `h2` identifies the two cross terms, and `ring` finishes.

The minimiser theorem applies this identity to $s$ itself and to a competitor; `hlt` records that the competitor costs strictly more. The two special cases follow by evaluating row sums.

In `tailoredPrior_spec`, `hr` is the rule $(ab^T)x=(b\cdot x)\,a$, `hq` is the sum of two squares, and `by_cases` separates $v\cdot x=0$ from $v\cdot x\neq0$. `every_split_is_inferred` applies the construction to $v=e/E$. The last theorem takes the two splits that put all the energy on atom `i` or on atom `j`; if they were equal, their `i` components would give $E=0$.

## Positivity carried over to the inverse

The minimisation turns on `hK.inv`, Mathlib's proof that the inverse of a positive definite matrix is positive definite. It is used twice. `hK.inv.isHermitian` supplies the symmetry that merges the cross terms, and `variance_pos hK.inv` supplies the strict positivity of $d^TK^{-1}d$. The second use works because `variance_pos` holds for any positive definite matrix and any nonzero vector, and `priorCost` unfolds to exactly that quadratic form. It replaces the substitution $y=K^{-1}d$ made above.

## Conditioning a Gaussian distribution

The problem could also be stated in terms of probability: give $e$ a centred Gaussian distribution with covariance $K$ and condition on $c\cdot e=E$. The conditional mean is the same vector $s$, but one also obtains the remaining covariance $K-Kcc^TK/q$, and with it an uncertainty for each atomic energy. A singular $K$ would be allowed as long as $q>0$. The price is that the formalisation would need Gaussian measures and conditional distributions, where the quadratic cost needs only matrix algebra.
